# Position Verlet raises the mode frequencies of a harmonic chain and removes their dispersion at the step √(M/k)

A vibrational frequency read from a molecular dynamics trajectory can be corrected for the time step before it is compared with a phonon calculation. For a mode of an infinite harmonic chain with nearest-neighbour springs, integrated by position Verlet with step $h$, an observed angular frequency $W$ is converted to the true angular frequency $\omega$ by

$$\omega=\frac{2}{h}\sin\frac{Wh}{2}.$$

This rests on the inverse relation $W(h)=(2/h)\arcsin(h\omega/2)$, derived below for $0<h\le\sqrt{M/k}$, where $k>0$ is the spring constant and $M>0$ the mass of each atom.

```lean
import Mathlib

open Real Set

namespace VerletChain

noncomputable section
```

## The chain and its integrator

Let $x_j$ be the displacement of site $j$. The force on that site is $F_j=k(x_{j+1}-2x_j+x_{j-1})$. Sites are all the integers, so the chain has no ends and the wave number is not restricted to a discrete set.

```lean
/-- Harmonic nearest-neighbour force on site `j` of a chain with spring constant `k` and
displacements `x`. -/
def chainForce (k : ℝ) (x : ℤ → ℝ) (j : ℤ) : ℝ :=
  k * (x (j + 1) - 2 * x j + x (j - 1))
```

Write $u(n,j)$ for the displacement of site $j$ at time $nh$. Position Verlet replaces the acceleration by a central second difference:

$$u(n+1,j)=2u(n,j)-u(n-1,j)+h^2F_j/M.$$

`IsVerletTrajectory` requires this at every integer $n$ and $j$. The model has no anharmonicity, thermostat or rounding error.

```lean
/-- The displacements `u n j` (time step `n`, site `j`) obey the position Verlet recursion with
step `h` for a chain of masses `M`, where `M ≠ 0`. -/
def IsVerletTrajectory (k M h : ℝ) (u : ℤ → ℤ → ℝ) : Prop :=
  ∀ n j, u (n + 1) j = 2 * u n j - u (n - 1) j + h ^ 2 * (chainForce k (u n) j / M)
```

In continuous time, a wave $\cos(qj-\omega t)$ in Newton's equation gives $M\omega^2=2k(1-\cos q)=4k\sin^2(q/2)$. Here $q$ is the phase change per lattice spacing, with $0<q\le\pi$. The positive root is taken as the definition of `omega`.

```lean
/-- Exact frequency of the chain mode with wave number `q` (per lattice spacing), for `k, M > 0`
and `0 ≤ q ≤ π`. -/
def omega (k M q : ℝ) : ℝ := 2 * √(k / M) * sin (q / 2)
```

The apparent frequency $W(h)$ is `verletFreq`. It is also introduced by its formula, but the recursion will single it out.

```lean
/-- Apparent frequency of the mode `q` under Verlet integration with step `h`, for `k, M > 0`,
`0 < q ≤ π` and `0 < h ≤ √(M / k)`. -/
def verletFreq (k M q h : ℝ) : ℝ := 2 / h * arcsin (h * omega k M q / 2)
```

The trial solution is a travelling wave of frequency $\Omega$, seen only at the time steps.

```lean
/-- Travelling wave of wave number `q` and frequency `Ω`, sampled at the times `n h`. -/
def planeWave (q Ω h : ℝ) (n j : ℤ) : ℝ := cos (q * j - Ω * (n * h))
```

## The dispersion relation in discrete time

Put $\varphi=qj-\Omega nh$. The second difference in time is

$$\cos(\varphi-\Omega h)-2\cos\varphi+\cos(\varphi+\Omega h)=-4\cos\varphi\,\sin^2\frac{\Omega h}{2}.$$

The second difference in space has the same form, so the force term is

$$\frac{h^2F_j}{M}=-4\cos\varphi\,\frac{h^2k}{M}\sin^2\frac q2=-4\cos\varphi\left(\frac{h\omega}{2}\right)^2.$$

The recursion therefore fails by exactly

$$-4\cos\varphi\left[\sin^2\frac{\Omega h}{2}-\left(\frac{h\omega}{2}\right)^2\right].$$

If the bracket is zero, the wave is a trajectory. Conversely, at $n=j=0$ the cosine is 1, so a trajectory forces the bracket to vanish. In the proof, `key` is this expression for the defect, `a1` to `a4` are the addition formulas, and `half` turns cosines into squared half-angle sines.

```lean
/-- For `k, M > 0`, a plane wave solves the Verlet recursion exactly when its frequency satisfies
the discrete dispersion relation `sin² (Ω h / 2) = (h ω / 2)²`. -/
theorem planeWave_iff_dispersion {k M : ℝ} (hk : 0 < k) (hM : 0 < M) (q Ω h : ℝ) :
    IsVerletTrajectory k M h (planeWave q Ω h) ↔
      sin (Ω * h / 2) ^ 2 = (h * omega k M q / 2) ^ 2 := by
  have half : ∀ x : ℝ, cos x = 1 - 2 * sin (x / 2) ^ 2 := by
    intro x
    have h1 := Real.cos_two_mul (x / 2)
    have h2 := Real.sin_sq_add_cos_sq (x / 2)
    rw [show 2 * (x / 2) = x by ring] at h1
    linarith
  have hw : (h * omega k M q / 2) ^ 2 = h ^ 2 * (k / M) * sin (q / 2) ^ 2 := by
    have hs : √(k / M) ^ 2 = k / M := Real.sq_sqrt (by positivity)
    unfold omega
    linear_combination h ^ 2 * sin (q / 2) ^ 2 * hs
  -- the defect of the recursion is proportional to the defect of the dispersion relation
  have key : ∀ n j : ℤ, planeWave q Ω h (n + 1) j - (2 * planeWave q Ω h n j
      - planeWave q Ω h (n - 1) j + h ^ 2 * (chainForce k (planeWave q Ω h n) j / M))
      = -4 * cos (q * j - Ω * (n * h)) *
        (sin (Ω * h / 2) ^ 2 - (h * omega k M q / 2) ^ 2) := by
    intro n j
    have a1 : cos (q * j - Ω * ((n + 1) * h)) = cos (q * j - Ω * (n * h)) * cos (Ω * h)
        + sin (q * j - Ω * (n * h)) * sin (Ω * h) := by
      rw [← Real.cos_sub]; congr 1; ring
    have a2 : cos (q * j - Ω * ((n - 1) * h)) = cos (q * j - Ω * (n * h)) * cos (Ω * h)
        - sin (q * j - Ω * (n * h)) * sin (Ω * h) := by
      rw [← Real.cos_add]; congr 1; ring
    have a3 : cos (q * (j + 1) - Ω * (n * h)) = cos (q * j - Ω * (n * h)) * cos q
        - sin (q * j - Ω * (n * h)) * sin q := by
      rw [← Real.cos_add]; congr 1; ring
    have a4 : cos (q * (j - 1) - Ω * (n * h)) = cos (q * j - Ω * (n * h)) * cos q
        + sin (q * j - Ω * (n * h)) * sin q := by
      rw [← Real.cos_sub]; congr 1; ring
    simp only [planeWave, chainForce]
    push_cast
    rw [a1, a2, a3, a4, half (Ω * h), half q, hw]
    ring
  constructor
  · intro H
    have h0 := key 0 0
    have h1 := H 0 0
    have c : cos (q * ((0 : ℤ) : ℝ) - Ω * (((0 : ℤ) : ℝ) * h)) = 1 := by simp
    rw [c] at h0
    linarith
  · intro E n j
    have h0 := key n j
    rw [E, sub_self, mul_zero] at h0
    linarith
```

## One frequency up to the sampling limit

The arcsine needs an argument no larger than 1. The bound on the step supplies it, through the identity $\sqrt{M/k}\,\sqrt{k/M}=1$.

```lean
/-- The numbers `√(M / k)` and `√(k / M)` are reciprocal for `k, M > 0`. -/
theorem sqrt_mul_sqrt_inv {k M : ℝ} (hk : 0 < k) (hM : 0 < M) :
    √(M / k) * √(k / M) = 1 := by
  rw [← Real.sqrt_mul (by positivity), show M / k * (k / M) = 1 by field_simp, Real.sqrt_one]
```

Indeed $h\omega/2=h\sqrt{k/M}\,\sin(q/2)$. The factor $h\sqrt{k/M}$ is positive and at most 1, and so is $\sin(q/2)$ for $0<q\le\pi$. Hence $0<h\omega/2\le1$. In Lean, `Ioc 0 π` is the interval that excludes 0 and includes $\pi$.

```lean
/-- For `k, M > 0`, `0 < q ≤ π` and `0 < h ≤ √(M / k)`, the number `h ω / 2` lies in `(0, 1]`. -/
theorem half_phase_mem {k M q h : ℝ} (hk : 0 < k) (hM : 0 < M) (hq : q ∈ Ioc 0 π)
    (hh : h ∈ Ioc 0 (√(M / k))) : h * omega k M q / 2 ∈ Ioc (0 : ℝ) 1 := by
  obtain ⟨h0, h1⟩ := hh
  have hs : 0 < sin (q / 2) :=
    Real.sin_pos_of_pos_of_lt_pi (by linarith [hq.1]) (by linarith [hq.1, hq.2])
  have hr : 0 < √(k / M) := Real.sqrt_pos.2 (by positivity)
  have hle : h * √(k / M) ≤ 1 := by
    rw [← sqrt_mul_sqrt_inv hk hM]
    exact mul_le_mul_of_nonneg_right h1 hr.le
  have e : h * omega k M q / 2 = h * √(k / M) * sin (q / 2) := by
    unfold omega; ring
  rw [e]
  exact ⟨by positivity, mul_le_one₀ hle hs.le (Real.sin_le_one _)⟩
```

Now let $\Omega\ge0$ and $\Omega h\le\pi$. Then $\Omega h/2$ lies between 0 and $\pi/2$, its sine is non-negative, and the squares in the dispersion relation can be removed:

$$\sin\frac{\Omega h}{2}=\frac{h\omega}{2}\quad\Longleftrightarrow\quad\Omega=\frac2h\arcsin\frac{h\omega}{2}=W(h).$$

The condition $\Omega h\le\pi$ is the sampling limit: a wave with $\pi/h<\Omega<2\pi/h$ gives the same displacements at every time step as a wave of the lower frequency $2\pi/h-\Omega$ travelling the other way. The two directions of the proof apply `arcsin_sin` and `sin_arcsin`.

```lean
/-- For `k, M > 0`, `0 < q ≤ π` and `0 < h ≤ √(M / k)`, a plane wave with `0 ≤ Ω` and `Ω h ≤ π`
is a Verlet trajectory exactly when `Ω` is the apparent frequency. -/
theorem planeWave_iff_verletFreq {k M q h Ω : ℝ} (hk : 0 < k) (hM : 0 < M)
    (hq : q ∈ Ioc 0 π) (hh : h ∈ Ioc 0 (√(M / k))) (hΩ : 0 ≤ Ω) (hΩπ : Ω * h ≤ π) :
    IsVerletTrajectory k M h (planeWave q Ω h) ↔ Ω = verletFreq k M q h := by
  obtain ⟨p0, p1⟩ := half_phase_mem hk hM hq hh
  have h0 : 0 < h := hh.1
  have hΩh : 0 ≤ Ω * h := mul_nonneg hΩ h0.le
  rw [planeWave_iff_dispersion hk hM]
  constructor
  · intro E
    have hs : 0 ≤ sin (Ω * h / 2) :=
      Real.sin_nonneg_of_nonneg_of_le_pi (by linarith) (by linarith)
    have E' : sin (Ω * h / 2) = h * omega k M q / 2 := (sq_eq_sq₀ hs p0.le).1 E
    rw [verletFreq, ← E', Real.arcsin_sin (by linarith [Real.pi_pos]) (by linarith)]
    field_simp
  · intro E
    have e : Ω * h / 2 = arcsin (h * omega k M q / 2) := by
      rw [E, verletFreq]
      field_simp
    rw [e, Real.sin_arcsin (by linarith) p1]
```

## A longer step gives a higher frequency

Take $0<a<b\le\sqrt{M/k}$, and set $\theta=\arcsin(b\omega/2)$ and $r=a/b$. Then $0<\theta\le\pi/2$ and $0<r<1$. Strict concavity of the sine between 0 and $\theta$ gives

$$\frac{a\omega}{2}=r\sin\theta<\sin(r\theta).$$

Since $r\theta$ lies between 0 and $\pi/2$, this means $\arcsin(a\omega/2)<r\theta$. Multiplying by $2/a$ yields

$$W(a)<\frac2a\,\frac ab\,\theta=\frac{2\theta}{b}=W(b).$$

The concavity inequality is `hc`, and the closing `calc` block is the last display.

```lean
/-- For `k, M > 0` and `0 < q ≤ π`, the apparent frequency increases strictly with the step on
`0 < h ≤ √(M / k)`. -/
theorem verletFreq_strictMonoOn {k M q : ℝ} (hk : 0 < k) (hM : 0 < M) (hq : q ∈ Ioc 0 π) :
    StrictMonoOn (verletFreq k M q) (Ioc 0 (√(M / k))) := by
  intro a ha b hb hab
  obtain ⟨p0, p1⟩ := half_phase_mem hk hM hq hb
  have a0 : 0 < a := ha.1
  have b0 : 0 < b := hb.1
  obtain ⟨θ, hθ⟩ : ∃ θ, θ = arcsin (b * omega k M q / 2) := ⟨_, rfl⟩
  have t0 : 0 < θ := by rw [hθ]; exact Real.arcsin_pos.2 p0
  have t1 : θ ≤ π / 2 := by rw [hθ]; exact Real.arcsin_le_pi_div_two _
  have ts : sin θ = b * omega k M q / 2 := by
    rw [hθ]; exact Real.sin_arcsin (by linarith) p1
  have r0 : 0 < a / b := by positivity
  have r1 : a / b < 1 := (div_lt_one b0).2 hab
  -- strict concavity of the sine between 0 and θ
  have hc : a / b * sin θ < sin (a / b * θ) := by
    have := strictConcaveOn_sin_Icc.2 (x := θ) (y := 0) ⟨t0.le, by linarith [Real.pi_pos]⟩
      ⟨le_rfl, Real.pi_pos.le⟩ t0.ne' r0 (sub_pos.2 r1) (by ring)
    simpa only [smul_eq_mul, Real.sin_zero, mul_zero, add_zero] using this
  have e : a / b * sin θ = a * omega k M q / 2 := by
    rw [ts]; field_simp
  have rt0 : 0 < a / b * θ := mul_pos r0 t0
  have rt1 : a / b * θ < θ := mul_lt_of_lt_one_left t0 r1
  have lt : arcsin (a * omega k M q / 2) < a / b * θ :=
    (Real.arcsin_lt_iff_lt_sin' ⟨by linarith [Real.pi_pos], by linarith⟩).2 (by linarith)
  calc verletFreq k M q a < 2 / a * (a / b * θ) :=
        mul_lt_mul_of_pos_left lt (by positivity)
    _ = 2 / b * θ := by field_simp
    _ = verletFreq k M q b := by rw [hθ, verletFreq]
```

## The shift above ω and the linear spectrum

For $y=\arcsin(h\omega/2)>0$, the inequality $\sin y<y$ reads $h\omega/2<\arcsin(h\omega/2)$. Multiplication by $2/h$ gives $\omega<W(h)$.

At $h=\sqrt{M/k}$ the prefactor cancels, leaving $h\omega/2=\sin(q/2)$. Because $q/2\le\pi/2$, the arcsine returns $q/2$, and

$$W=\frac2h\,\frac q2=\frac qh.$$

The spectrum is linear in $q$, so every wave moves at one site per step. The error in time has compensated the dispersion of the lattice; it has not made the frequencies accurate. This step is also the edge of stability, since the mode $q=\pi$ has reached $h\omega/2=1$.

The theorem joins the three statements: the shift for every allowed step, strict growth on the whole interval, and the value at its upper end.

```lean
/-- For `k, M > 0` and `0 < q ≤ π`, the apparent frequency exceeds the exact one and increases
strictly with `h` on `0 < h ≤ √(M / k)`, and it equals `q / h` at `h = √(M / k)`. -/
theorem verlet_chain_dispersion {k M q : ℝ} (hk : 0 < k) (hM : 0 < M) (hq : q ∈ Ioc 0 π) :
    (∀ h ∈ Ioc 0 (√(M / k)), omega k M q < verletFreq k M q h) ∧
    StrictMonoOn (verletFreq k M q) (Ioc 0 (√(M / k))) ∧
    verletFreq k M q (√(M / k)) = q / √(M / k) := by
  refine ⟨fun h hh => ?_, verletFreq_strictMonoOn hk hM hq, ?_⟩
  · obtain ⟨p0, p1⟩ := half_phase_mem hk hM hq hh
    have hs := Real.sin_lt (Real.arcsin_pos.2 p0)
    rw [Real.sin_arcsin (by linarith) p1] at hs
    rw [verletFreq, div_mul_eq_mul_div, lt_div_iff₀ hh.1]
    linarith
  · -- at this step the arcsine undoes the sine of the lattice dispersion
    have e : √(M / k) * omega k M q / 2 = sin (q / 2) := by
      unfold omega
      linear_combination sin (q / 2) * sqrt_mul_sqrt_inv hk hM
    rw [verletFreq, e, Real.arcsin_sin (by linarith [hq.1, Real.pi_pos]) (by linarith [hq.2])]
    ring
```

## Pulses that keep their shape

The loss of dispersion can be seen without plane waves. When $h^2k/M=1$, the terms in $u(n,j)$ cancel and the recursion becomes

$$u(n+1,j)=u(n,j+1)+u(n,j-1)-u(n-1,j).$$

Insert $u(n,j)=f(j-n)+g(j+n)$ with arbitrary profiles $f$ and $g$. The right side is

$$\begin{aligned}&f(j+1-n)+g(j+1+n)+f(j-1-n)+g(j-1+n)\\&\quad-f(j+1-n)-g(j-1+n),\end{aligned}$$

which reduces to $f(j-n-1)+g(j+n+1)$, the left side. Thus $f$ travels rigidly to the right and $g$ to the left, whatever their shapes; a pulse containing both parts splits.

For the converse, let $f$ be 1 at site 0 and zero elsewhere, with $g=0$. At $n=0$, $j=1$ the recursion says $1=h^2k/M$, and $h>0$ then gives $h=\sqrt{M/k}$. Among positive steps, only this one lets every profile move rigidly by one site per step.

```lean
/-- For `k, M, h > 0`, all superpositions of a right-moving and a left-moving profile, each shifted
rigidly by one site per step, are Verlet trajectories if and only if `h = √(M / k)`. -/
theorem rigid_profiles_iff {k M h : ℝ} (hk : 0 < k) (hM : 0 < M) (hh : 0 < h) :
    (∀ f g : ℤ → ℝ, IsVerletTrajectory k M h (fun n j => f (j - n) + g (j + n))) ↔
      h = √(M / k) := by
  constructor
  · intro H
    -- test with a pulse on a single site
    have h1 := H (fun m => if m = 0 then 1 else 0) (fun _ => 0) 0 1
    have e : 1 = h ^ 2 * (k / M) := by
      norm_num [chainForce] at h1
      exact h1
    have e2 : h ^ 2 = M / k := by
      calc h ^ 2 = h ^ 2 * (k / M) * (M / k) := by field_simp
        _ = M / k := by rw [← e, one_mul]
    rw [← e2, Real.sqrt_sq hh.le]
  · intro E f g n j
    have hx : ∀ X : ℝ, h ^ 2 * (k * X / M) = X := by
      intro X
      rw [E, Real.sq_sqrt (by positivity)]
      field_simp
    simp only [chainForce]
    rw [hx, show j - (n + 1) = j - 1 - n by ring, show j + (n + 1) = j + 1 + n by ring,
      show j - (n - 1) = j + 1 - n by ring, show j + (n - 1) = j - 1 + n by ring]
    ring

end

end VerletChain
```

```lean
#print axioms VerletChain.planeWave_iff_verletFreq
#print axioms VerletChain.verlet_chain_dispersion
#print axioms VerletChain.rigid_profiles_iff
```

```
'VerletChain.planeWave_iff_verletFreq' depends on axioms: [propext, Classical.choice, Quot.sound]
'VerletChain.verlet_chain_dispersion' depends on axioms: [propext, Classical.choice, Quot.sound]
'VerletChain.rigid_profiles_iff' depends on axioms: [propext, Classical.choice, Quot.sound]
```
